# In the energy basis, a linear map commutes with \([H,\cdot\,]\) exactly when it connects only entries of equal Bohr frequency

Let \(H\) be diagonal with real energies \(E_a\) on a finite set of levels, and let \(R\) be a complex-linear map on matrices. Then \(R\) commutes with \(\rho\mapsto[H,\rho]\) if and only if it never feeds one matrix entry into another with a different Bohr frequency, the frequency of entry \((a,b)\) being \(E_a-E_b\) in units with \(\hbar=1\). If \(R\) commutes in this way and the levels are distinct, populations and coherences do not mix under \(R\).

In a master equation for a finite-level system, \(R\) can be the dissipator, and the secular approximation deletes its transfers between unequal frequencies. The results below characterise the maps that this deletion leaves unchanged. They do not estimate the error made when the deleted terms are present, and they treat frequencies as equal or unequal, with no notion of nearly equal.

## Levels, commutator and transfer coefficients

The finite type `n` labels the levels.

```lean
import Mathlib

open Matrix

namespace SecularApproximation

noncomputable section

variable {n : Type*} [Fintype n] [DecidableEq n]
```

The Hamiltonian is written in its own eigenbasis, so the energies `E` are real numbers placed on the diagonal.

```lean
/-- The Hamiltonian with real level energies `E`, written in its energy basis. -/
def hamiltonian (E : n → ℝ) : Matrix n n ℂ := Matrix.diagonal fun i => (E i : ℂ)
```

The matrix \(\rho\) is arbitrary: neither Hermiticity, positivity nor unit trace is assumed.

```lean
/-- The commutator `[H, ρ]` of the Hamiltonian with a matrix `ρ`. -/
def energyComm (E : n → ℝ) (ρ : Matrix n n ℂ) : Matrix n n ℂ :=
  hamiltonian E * ρ - ρ * hamiltonian E
```

Write \(|c\rangle\langle d|\) for the matrix with a single 1 at position \((c,d)\), which is `Matrix.single c d 1` in Lean. The transfer coefficient is

\[
T_{ab,cd}=\big(R(|c\rangle\langle d|)\big)_{ab}.
\]

```lean
/-- The coefficient with which `R` feeds the entry `(c, d)` of a matrix into the entry `(a, b)`. -/
def transfer (R : Matrix n n ℂ →ₗ[ℂ] Matrix n n ℂ) (a b c d : n) : ℂ :=
  R (Matrix.single c d 1) a b
```

A map that commutes with the commutator is called covariant. \(R\) need not be trace-preserving or completely positive.

```lean
/-- The map `R` commutes with `ρ ↦ [H, ρ]`. -/
def IsCovariant (E : n → ℝ) (R : Matrix n n ℂ →ₗ[ℂ] Matrix n n ℂ) : Prop :=
  ∀ ρ, R (energyComm E ρ) = energyComm E (R ρ)
```

## (a) The commutator entry by entry

Show that

\[
[H,\rho]_{ab}=(E_a-E_b)\,\rho_{ab}.
\]

Since \(H\) is diagonal, \((H\rho)_{ab}=E_a\rho_{ab}\) and \((\rho H)_{ab}=\rho_{ab}E_b\). Subtracting gives the claim. In Lean, `Matrix.diagonal_mul` and `Matrix.mul_diagonal` supply the two products, and `ring` collects the factor.

```lean
/-- The commutator with `H` multiplies each entry by its Bohr frequency `E a - E b`. -/
theorem energyComm_apply (E : n → ℝ) (ρ : Matrix n n ℂ) (a b : n) :
    energyComm E ρ a b = ((E a - E b : ℝ) : ℂ) * ρ a b := by
  simp only [energyComm, hamiltonian, Matrix.sub_apply, Matrix.diagonal_mul,
    Matrix.mul_diagonal]
  push_cast
  ring
```

## (b) Expansion in transfer coefficients

Show that

\[
(R\rho)_{ab}=\sum_{c,d}T_{ab,cd}\,\rho_{cd}.
\]

Write \(\rho=\sum_{c,d}\rho_{cd}\,|c\rangle\langle d|\). By linearity, \(R\rho=\sum_{c,d}\rho_{cd}\,R(|c\rangle\langle d|)\), and the \((a,b)\) entry is the stated sum. The expansion of \(\rho\) is `h` in the proof; `map_sum` and `map_smul` are the appeal to linearity.

```lean
/-- Every entry of `R ρ` is the sum of the entries of `ρ` weighted by the transfer coefficients. -/
theorem apply_eq_sum (R : Matrix n n ℂ →ₗ[ℂ] Matrix n n ℂ) (ρ : Matrix n n ℂ) (a b : n) :
    R ρ a b = ∑ c, ∑ d, transfer R a b c d * ρ c d := by
  have h : ρ = ∑ c, ∑ d, ρ c d • Matrix.single c d (1 : ℂ) :=
    (Matrix.matrix_eq_sum_single ρ).trans (by simp [Matrix.smul_single])
  conv_lhs => rw [h]
  simp only [map_sum, map_smul, Matrix.sum_apply, Matrix.smul_apply, smul_eq_mul]
  exact Finset.sum_congr rfl fun c _ => Finset.sum_congr rfl fun d _ => mul_comm _ _
```

## (c) The criterion for covariance

Show that \(R\) is covariant if and only if, for all \(a,b,c,d\),

\[
E_a-E_b\neq E_c-E_d\;\Longrightarrow\;T_{ab,cd}=0.
\]

Suppose first that \(R\) is covariant. By (a), \([H,|c\rangle\langle d|]=(E_c-E_d)\,|c\rangle\langle d|\). Apply covariance to this matrix unit and take the \((a,b)\) entry:

\[
(E_c-E_d)\,T_{ab,cd}=(E_a-E_b)\,T_{ab,cd}.
\]

If the frequencies differ, the coefficient must vanish.

Conversely, (a) and (b) give

\[
\big(R[H,\rho]\big)_{ab}=\sum_{c,d}T_{ab,cd}(E_c-E_d)\rho_{cd},
\qquad
[H,R\rho]_{ab}=\sum_{c,d}(E_a-E_b)T_{ab,cd}\,\rho_{cd}.
\]

The sums agree term by term: either the frequencies are equal or \(T_{ab,cd}=0\).

In the Lean proof, `hs` is the eigenvector equation for the matrix unit, `h1` the entry of the covariance condition, and `h2` its factored form. The final `by_cases` makes the term-by-term comparison.

```lean
/-- A linear map commutes with `ρ ↦ [H, ρ]` if and only if it never connects two matrix entries
with different Bohr frequencies. -/
theorem isCovariant_iff (E : n → ℝ) (R : Matrix n n ℂ →ₗ[ℂ] Matrix n n ℂ) :
    IsCovariant E R ↔
      ∀ a b c d, E a - E b ≠ E c - E d → transfer R a b c d = 0 := by
  constructor
  · intro h a b c d hne
    -- a matrix unit is an eigenvector of the commutator
    have hs : energyComm E (Matrix.single c d 1)
        = ((E c - E d : ℝ) : ℂ) • Matrix.single c d (1 : ℂ) := by
      ext i j
      rw [energyComm_apply, Matrix.smul_apply, smul_eq_mul, Matrix.single_apply]
      split_ifs with hij
      · obtain ⟨rfl, rfl⟩ := hij
        rfl
      · simp
    have h1 := congrFun (congrFun (h (Matrix.single c d 1)) a) b
    rw [hs, map_smul, Matrix.smul_apply, smul_eq_mul, energyComm_apply] at h1
    have h2 : (((E a - E b : ℝ) : ℂ) - ((E c - E d : ℝ) : ℂ)) * transfer R a b c d = 0 := by
      unfold transfer
      linear_combination -h1
    refine (mul_eq_zero.mp h2).resolve_left fun h3 => hne ?_
    exact Complex.ofReal_injective (sub_eq_zero.mp h3)
  · intro h ρ
    ext a b
    rw [energyComm_apply, apply_eq_sum R (energyComm E ρ), apply_eq_sum R ρ, Finset.mul_sum]
    refine Finset.sum_congr rfl fun c _ => ?_
    rw [Finset.mul_sum]
    refine Finset.sum_congr rfl fun d _ => ?_
    rw [energyComm_apply]
    by_cases he : E a - E b = E c - E d
    · rw [he]
      ring
    · rw [h a b c d he]
      ring
```

## (d) Coefficients of the secular part

Define the secular part \(R_{\rm sec}\) by keeping in the sum of (b) only the terms with \(E_a-E_b=E_c-E_d\). The definition in Lean includes the check that the result is again linear.

```lean
/-- The secular part of `R`: only transfers between equal Bohr frequencies are kept. -/
def secularPart (E : n → ℝ) (R : Matrix n n ℂ →ₗ[ℂ] Matrix n n ℂ) :
    Matrix n n ℂ →ₗ[ℂ] Matrix n n ℂ where
  toFun ρ := Matrix.of fun a b =>
    ∑ c, ∑ d, (if E a - E b = E c - E d then transfer R a b c d else 0) * ρ c d
  map_add' ρ σ := by
    ext a b
    simp only [Matrix.of_apply, Matrix.add_apply, mul_add, Finset.sum_add_distrib]
  map_smul' z ρ := by
    ext a b
    simp only [Matrix.of_apply, Matrix.smul_apply, smul_eq_mul, RingHom.id_apply,
      Finset.mul_sum]
    exact Finset.sum_congr rfl fun c _ => Finset.sum_congr rfl fun d _ => by ring
```

Show that its transfer coefficients are

\[
T^{\rm sec}_{ab,cd}=
\begin{cases}
T_{ab,cd}, & E_a-E_b=E_c-E_d,\\
0, & \text{otherwise.}
\end{cases}
\]

Insert \(\rho=|c\rangle\langle d|\) into the defining sum over \(c',d'\). Its entries are \(\delta_{c'c}\delta_{d'd}\), so only the term \(c'=c\), \(d'=d\) survives. The two uses of `Finset.sum_eq_single` select that term.

```lean
/-- The secular part keeps a transfer coefficient if the two Bohr frequencies agree and
sets it to zero otherwise. -/
theorem transfer_secularPart (E : n → ℝ) (R : Matrix n n ℂ →ₗ[ℂ] Matrix n n ℂ) (a b c d : n) :
    transfer (secularPart E R) a b c d
      = if E a - E b = E c - E d then transfer R a b c d else 0 := by
  change ∑ c', ∑ d', (if E a - E b = E c' - E d' then transfer R a b c' d' else 0)
    * Matrix.single c d (1 : ℂ) c' d' = _
  rw [Finset.sum_eq_single c, Finset.sum_eq_single d]
  · simp
  · intro d' _ h
    simp [h.symm]
  · simp
  · intro c' _ h
    exact Finset.sum_eq_zero fun d' _ => by simp [h.symm]
  · simp
```

## (e) Maps unchanged by the secular approximation

Show that

\[
R_{\rm sec}=R\iff R\text{ is covariant.}
\]

If \(R_{\rm sec}=R\), then by (d) every coefficient between unequal frequencies is zero, and (c) gives covariance. If \(R\) is covariant, those coefficients already vanish by (c), so \(R_{\rm sec}\) and \(R\) have the same coefficients and are equal by (b). The Lean proof follows these two directions, with `split_ifs` separating kept from deleted coefficients.

For a single level the only frequency is zero, and every linear map is covariant. The same holds for any number of levels when all are degenerate.

```lean
/-- The secular approximation leaves `R` unchanged if and only if `R` commutes with
`ρ ↦ [H, ρ]`. -/
theorem secularPart_eq_self_iff (E : n → ℝ) (R : Matrix n n ℂ →ₗ[ℂ] Matrix n n ℂ) :
    secularPart E R = R ↔ IsCovariant E R := by
  constructor
  · intro h
    rw [isCovariant_iff]
    intro a b c d hne
    rw [← h, transfer_secularPart, if_neg hne]
  · intro h
    refine LinearMap.ext fun ρ => Matrix.ext fun a b => ?_
    rw [apply_eq_sum, apply_eq_sum R]
    refine Finset.sum_congr rfl fun c _ => Finset.sum_congr rfl fun d _ => ?_
    rw [transfer_secularPart]
    split_ifs with he
    · rfl
    · rw [(isCovariant_iff E R).1 h a b c d he]
```

## (f) Populations and coherences for distinct levels

Let the levels be distinct and \(R\) covariant. Show that

\[
(R\rho)_{aa}=\sum_c T_{aa,cc}\,\rho_{cc},
\qquad
(R\rho)_{ab}=\sum_c\sum_{d\neq c}T_{ab,cd}\,\rho_{cd}\quad(a\neq b).
\]

A population has frequency zero. By (c), \(T_{aa,cd}\) can be nonzero only if \(E_c=E_d\), which for distinct levels means \(c=d\). For \(a\neq b\) the frequency \(E_a-E_b\) is nonzero, so \(T_{ab,cc}=0\) and the diagonal terms drop out of the sum.

Distinctness is `Function.Injective E`, and `Finset.univ.erase c` is the range \(d\neq c\). If \(R\) is the dissipator in \(\dot\rho=-i[H,\rho]+R\rho\), the first equation closes the kinetics on the populations alone, since \([H,\rho]_{aa}=0\) by (a); it does not say that the coefficients \(T_{aa,cc}\) with \(c\neq a\) are non-negative rates.

```lean
/-- For distinct levels and covariant `R`, the new populations depend only on the old populations,
and the new coherences only on the old coherences. -/
theorem populations_decouple {E : n → ℝ} (hE : Function.Injective E)
    {R : Matrix n n ℂ →ₗ[ℂ] Matrix n n ℂ} (hR : IsCovariant E R) (ρ : Matrix n n ℂ) :
    (∀ a, R ρ a a = ∑ c, transfer R a a c c * ρ c c) ∧
    (∀ a b, a ≠ b →
      R ρ a b = ∑ c, ∑ d ∈ Finset.univ.erase c, transfer R a b c d * ρ c d) := by
  have hT := (isCovariant_iff E R).1 hR
  constructor
  · intro a
    rw [apply_eq_sum]
    refine Finset.sum_congr rfl fun c _ => Finset.sum_eq_single c ?_ (by simp)
    intro d _ hd
    rw [hT a a c d fun e => hd (hE (by linarith)), zero_mul]
  · intro a b hab
    rw [apply_eq_sum]
    refine Finset.sum_congr rfl fun c _ => ?_
    have hz : transfer R a b c c = 0 := hT a b c c fun e => hab (hE (by linarith))
    exact (Finset.sum_erase _ (by simp [hz])).symm
```

## (g) Coherences for distinct gaps

Assume that \(a\neq b\) and \(E_a-E_b=E_c-E_d\) always imply \(a=c\) and \(b=d\). Physically, the levels are distinct and no two transitions share a frequency. For covariant \(R\) and \(a\neq b\), show that

\[
(R\rho)_{ab}=T_{ab,ab}\,\rho_{ab}.
\]

By (c), only entries \((c,d)\) with the frequency of \((a,b)\) contribute to the sum in (b), and by assumption \((a,b)\) is the only one. The Lean proof isolates first \(c=a\), then \(d=b\), using `hgap` to remove the other terms.

Two non-degenerate levels always satisfy the assumption, because their coherences have opposite nonzero frequencies.

```lean
/-- If the levels are distinct and no two different ordered pairs of levels share a nonzero gap `E a
- E b`, a covariant `R` multiplies each coherence by a number. -/
theorem coherence_decouples {E : n → ℝ}
    (hgap : ∀ a b c d, a ≠ b → E a - E b = E c - E d → a = c ∧ b = d)
    {R : Matrix n n ℂ →ₗ[ℂ] Matrix n n ℂ} (hR : IsCovariant E R) (ρ : Matrix n n ℂ)
    {a b : n} (hab : a ≠ b) : R ρ a b = transfer R a b a b * ρ a b := by
  have hT := (isCovariant_iff E R).1 hR
  rw [apply_eq_sum, Finset.sum_eq_single a, Finset.sum_eq_single b]
  · intro d _ hd
    rw [hT a b a d fun e => hd (hgap a b a d hab e).2.symm, zero_mul]
  · simp
  · intro c _ hc
    refine Finset.sum_eq_zero fun d _ => ?_
    rw [hT a b c d fun e => hc (hgap a b c d hab e).1.symm, zero_mul]
  · simp
```

## (h) Two degenerate levels

For two levels \(p\neq q\), let \(V=|p\rangle\langle q|+|q\rangle\langle p|\).

```lean
/-- The coupling that exchanges the levels `p` and `q`. -/
def exchange (p q : n) : Matrix n n ℂ := Matrix.single p q 1 + Matrix.single q p 1
```

Let \(E_p=E_q\) and \(R(\rho)=[V,\rho]\). Show that \(R\) is covariant and that

\[
T_{pq,pp}=-1.
\]

By (a), the only entries of \([H,V]\) that could be nonzero are \(\pm(E_p-E_q)=0\), so \([H,V]=0\). The Jacobi identity then gives

\[
[V,[H,\rho]]-[H,[V,\rho]]=[[V,H],\rho]=0.
\]

For the coefficient, \([V,|p\rangle\langle p|]=|q\rangle\langle p|-|p\rangle\langle q|\), whose \((p,q)\) entry is \(-1\).

A population is thus turned into a coherence, and (f) can fail without distinct levels. This \(R\) does not preserve Hermiticity, but \(-iR\), the term that a coupling \(V\) adds to the equation of motion, does; it is also covariant, and its coefficient is \(i\) instead of \(-1\). In Lean, left minus right multiplication by `exchange p q` is the commutator with \(V\); `hV` states \([H,V]=0\), and `key` is the Jacobi identity.

```lean
/-- For two degenerate levels, the commutator with their exchange coupling is covariant, yet it
turns the population of `p` into a coherence between `p` and `q`. -/
theorem degenerate_levels_mix {E : n → ℝ} {p q : n} (hpq : p ≠ q) (hE : E p = E q) :
    IsCovariant E (LinearMap.mulLeft ℂ (exchange p q) - LinearMap.mulRight ℂ (exchange p q)) ∧
    transfer (LinearMap.mulLeft ℂ (exchange p q) - LinearMap.mulRight ℂ (exchange p q))
      p q p p = -1 := by
  constructor
  · -- the coupling conserves energy
    have hV : energyComm E (exchange p q) = 0 := by
      ext a b
      rw [energyComm_apply]
      simp only [exchange, Matrix.add_apply, Matrix.single_apply, Matrix.zero_apply]
      split_ifs <;> simp_all
    intro ρ
    change exchange p q * energyComm E ρ - energyComm E ρ * exchange p q
      = energyComm E (exchange p q * ρ - ρ * exchange p q)
    -- Jacobi identity
    have key : exchange p q * energyComm E ρ - energyComm E ρ * exchange p q
        - energyComm E (exchange p q * ρ - ρ * exchange p q)
        = ρ * energyComm E (exchange p q) - energyComm E (exchange p q) * ρ := by
      unfold energyComm
      noncomm_ring
    rw [hV, mul_zero, zero_mul, sub_zero] at key
    exact sub_eq_zero.mp key
  · simp [transfer, exchange, add_mul, mul_add, hpq, hpq.symm]
```

## (i) An equally spaced ladder

Take three levels \(0,1,2\) and the lowering matrix \(A=|0\rangle\langle1|+|1\rangle\langle2|\), without the square-root factors of an oscillator.

```lean
/-- The lowering matrix of a three-level ladder. -/
def lowering : Matrix (Fin 3) (Fin 3) ℂ := !![0, 1, 0; 0, 0, 1; 0, 0, 0]
```

The energies, in units of the spacing, equal the labels.

```lean
/-- The equally spaced energies 0, 1, 2 of the three-level ladder. -/
def ladderEnergy : Fin 3 → ℝ := ![0, 1, 2]
```

Show that the levels are distinct, that \(R(\rho)=A\rho A^{T}\) is covariant, and that

\[
T_{01,12}=1.
\]

The energies \(0,1,2\) are distinct. For \(a,b\le1\) one finds \((A\rho A^{T})_{ab}=\rho_{a+1,b+1}\), and all other entries vanish. Raising both labels by one leaves \(E_a-E_b\) unchanged, so \(R\) is covariant by (c). Setting \(a=0\), \(b=1\) shows that \(\rho_{12}\) enters with coefficient 1.

One coherence is carried into another, so distinct levels alone do not give (g): the transitions \(0\)–\(1\) and \(1\)–\(2\) share a frequency. The separation in (f) still applies to this map. Lean checks covariance directly, with `fin_cases` running through the nine matrix entries.

```lean
/-- On the ladder with energies 0, 1, 2 the levels are distinct and the map `ρ ↦ A ρ Aᵀ`, with `A`
the lowering matrix, is covariant; it carries the coherence `(1, 2)` into `(0, 1)`. -/
theorem ladder_witness :
    Function.Injective ladderEnergy ∧
    IsCovariant ladderEnergy
      (LinearMap.mulLeft ℂ lowering ∘ₗ LinearMap.mulRight ℂ loweringᵀ) ∧
    transfer (LinearMap.mulLeft ℂ lowering ∘ₗ LinearMap.mulRight ℂ loweringᵀ) 0 1 1 2 = 1 := by
  refine ⟨?_, ?_, ?_⟩
  · intro i j h
    fin_cases i <;> fin_cases j <;> first | rfl | (exfalso; norm_num [ladderEnergy] at h)
  · intro ρ
    ext i j
    rw [energyComm_apply]
    fin_cases i <;> fin_cases j <;>
      norm_num [lowering, ladderEnergy, Matrix.mul_apply, Fin.sum_univ_three,
        energyComm_apply] <;>
      simp <;> ring1
  · simp [transfer, lowering, Matrix.mul_apply, Fin.sum_univ_three, Matrix.single_apply]

end

end SecularApproximation
```

```lean
#print axioms SecularApproximation.isCovariant_iff
-- 'SecularApproximation.isCovariant_iff' depends on axioms: [propext, Classical.choice, Quot.sound]
#print axioms SecularApproximation.secularPart_eq_self_iff
-- 'SecularApproximation.secularPart_eq_self_iff' depends on axioms: [propext, Classical.choice, Quot.sound]
#print axioms SecularApproximation.coherence_decouples
-- 'SecularApproximation.coherence_decouples' depends on axioms: [propext, Classical.choice, Quot.sound]
#print axioms SecularApproximation.degenerate_levels_mix
-- 'SecularApproximation.degenerate_levels_mix' depends on axioms: [propext, Classical.choice, Quot.sound]
```
